# Factoring \(e^F\) out of an atomic wavefunction cancels the Coulomb potential away from coalescence

In variational Monte Carlo, the local energy \(H\psi/\psi\) is evaluated at sampled configurations. For an atom with a fixed point nucleus and \(\psi=e^F\varphi\), where

\[
F=-Z\sum_i r_i+\tfrac12\sum_{i<j}r_{ij},
\]

the Coulomb terms can be cancelled analytically before evaluation, provided that no particles coincide and \(\varphi\) is twice continuously differentiable near the configuration. Here \(r_i=|x_i|\) and \(r_{ij}=|x_i-x_j|\), with \(x_i\) the position of electron \(i\), the nucleus at the origin and \(Z\) its charge in atomic units.

```lean
import Mathlib

open Finset Topology

namespace CoulombCorrelationFactor

noncomputable section
```

## Configurations and the Hamiltonian

Each of the \(N\) electrons has a position in \(\mathbb R^3\). Spin is absent, and wavefunctions are real.

```lean
/-- Position space of one electron. -/
abbrev Space := EuclideanSpace ℝ (Fin 3)

/-- Positions of `N` electrons, with the nucleus at the origin. -/
abbrev Config (N : ℕ) := Fin N → Space
```

Derivatives come from moving electron \(k\) along axis \(b\): \(x_i\mapsto x_i+\delta_{ik}t\,e_b\).

```lean
/-- The Kronecker delta of two electron labels. -/
def delta {N : ℕ} (i k : Fin N) : ℝ := if i = k then 1 else 0

/-- Electron `k` is displaced by `t` along the Cartesian axis `b`. -/
def shift {N : ℕ} (x : Config N) (k : Fin N) (b : Fin 3) (t : ℝ) : Config N :=
  fun i => x i + (delta i k * t) • EuclideanSpace.single b (1 : ℝ)
```

The first derivatives at \(t=0\) form \(\nabla_k f\). The second derivatives, summed over \(k\) and \(b\), form \(\Delta f\).

```lean
/-- The gradient with respect to the position of electron `k`. -/
def grad {N : ℕ} (k : Fin N) (f : Config N → ℝ) (x : Config N) : Space :=
  WithLp.toLp 2 fun b => deriv (fun t => f (shift x k b t)) 0

/-- The Laplacian on the configuration space of all electrons. -/
def laplacian {N : ℕ} (f : Config N → ℝ) (x : Config N) : ℝ :=
  ∑ k, ∑ b, deriv (deriv fun t => f (shift x k b t)) 0
```

Each pair is counted once, by \(i<j\). In the code, \(F\) is `corr`.

```lean
/-- The electron pairs, each counted once. -/
def pairs (N : ℕ) : Finset (Fin N × Fin N) := univ.filter fun p => p.1 < p.2

/-- The exponent `F = -Z ∑ r_i + (1/2) ∑_{i<j} r_ij`. -/
def corr {N : ℕ} (Z : ℝ) (x : Config N) : ℝ :=
  -Z * ∑ i, ‖x i‖ + 1 / 2 * ∑ p ∈ pairs N, ‖x p.1 - x p.2‖
```

The potential is \(V=-Z\sum_i 1/r_i+\sum_{i<j}1/r_{ij}\), and \(H=-\tfrac12\Delta+V\). The theorems allow any real \(Z\) unless they state a sign.

```lean
/-- The Coulomb potential of the electrons in the field of a nucleus of charge `Z`. -/
def potential {N : ℕ} (Z : ℝ) (x : Config N) : ℝ :=
  -Z * ∑ i, 1 / ‖x i‖ + ∑ p ∈ pairs N, 1 / ‖x p.1 - x p.2‖

/-- The electronic Hamiltonian `-Δ/2 + V` in atomic units. -/
def hamiltonian {N : ℕ} (Z : ℝ) (f : Config N → ℝ) (x : Config N) : ℝ :=
  -(1 / 2) * laplacian f x + potential Z x * f x
```

## Second derivatives along a line

`Jet g a b` says that \(g\) is differentiable near zero, with \(g'(0)=a\) and \(g''(0)=b\). This secures genuine derivatives, whereas Lean's `deriv` returns zero where none exists.

```lean
/-- Near zero `g` is differentiable, with first derivative `a` and second derivative `b` at zero. -/
def Jet (g : ℝ → ℝ) (a b : ℝ) : Prop :=
  ∃ g' : ℝ → ℝ, (∀ᶠ t in 𝓝 0, HasDerivAt g (g' t) t) ∧ g' 0 = a ∧ HasDerivAt g' b 0

/-- The numbers in a jet are the first and second derivatives at zero. -/
theorem Jet.derivs {g : ℝ → ℝ} {a b : ℝ} (h : Jet g a b) :
    deriv g 0 = a ∧ deriv (deriv g) 0 = b := by
  obtain ⟨g', h1, h2, h3⟩ := h
  have e : deriv g =ᶠ[𝓝 0] g' := h1.mono fun t ht => ht.deriv
  exact ⟨by rw [e.eq_of_nhds, h2], by rw [e.deriv_eq, h3.deriv]⟩
```

Linearity gives \((pg+qh)'=pg'+qh'\), and likewise for second derivatives.

```lean
/-- First and second derivatives are linear. -/
theorem Jet.comb {g h : ℝ → ℝ} {a b c d : ℝ} (hg : Jet g a b) (hh : Jet h c d) (p q : ℝ) :
    Jet (fun t => p * g t + q * h t) (p * a + q * c) (p * b + q * d) := by
  obtain ⟨g', g1, rfl, g3⟩ := hg
  obtain ⟨h', h1, rfl, h3⟩ := hh
  refine ⟨fun t => p * g' t + q * h' t, ?_, rfl, (g3.const_mul p).fun_add (h3.const_mul q)⟩
  filter_upwards [g1, h1] with t u v
  exact (u.const_mul p).fun_add (v.const_mul q)
```

The product rule, applied twice, gives

\[
(e^fg)'=e^f(f'g+g'),\qquad
(e^fg)''=e^f\bigl(g''+2f'g'+(f''+f'^2)g\bigr).
\]

```lean
/-- First and second derivatives of a function multiplied by an exponential factor. -/
theorem Jet.exp_mul {f g : ℝ → ℝ} {a b c d : ℝ} (hf : Jet f a b) (hg : Jet g c d) :
    Jet (fun t => Real.exp (f t) * g t) (Real.exp (f 0) * (a * g 0 + c))
      (Real.exp (f 0) * (d + 2 * (a * c) + (b + a * a) * g 0)) := by
  obtain ⟨f', f1, rfl, f3⟩ := hf
  obtain ⟨g', g1, rfl, g3⟩ := hg
  refine ⟨fun t => Real.exp (f t) * (f' t * g t + g' t), ?_, rfl, ?_⟩
  · filter_upwards [f1, g1] with t u v
    exact (u.exp.fun_mul v).congr_deriv (by ring)
  · exact (f1.self_of_nhds.exp.fun_mul
      ((f3.fun_mul g1.self_of_nhds).fun_add g3)).congr_deriv (by ring)
```

For \(u\ne0\), let \(\ell(t)=|u+ct\,e_b|=\sqrt{|u|^2+2cu_bt+c^2t^2}\). Then \(\ell'(t)=(cu_b+c^2t)/\ell(t)\), so

\[
\ell'(0)=\frac{cu_b}{|u|},\qquad
\ell''(0)=c^2\left(\frac1{|u|}-\frac{u_b^2}{|u|^3}\right).
\]

The proof rewrites the norm as this square root (`key`), which stays differentiable near \(t=0\) because its argument is nonzero there.

```lean
/-- First and second derivatives of the length of a nonzero vector displaced along an axis. -/
theorem jet_norm {u : Space} (hu : u ≠ 0) (c : ℝ) (b : Fin 3) :
    Jet (fun t => ‖u + (c * t) • EuclideanSpace.single b (1 : ℝ)‖)
      (c * (u b / ‖u‖)) (c ^ 2 * (1 / ‖u‖ - u b ^ 2 / ‖u‖ ^ 3)) := by
  have hi : inner ℝ u (EuclideanSpace.single b (1 : ℝ)) = u b := by
    simp [EuclideanSpace.inner_single_right]
  have hn : ‖(EuclideanSpace.single b (1 : ℝ) : Space)‖ = 1 := by simp
  have key : ∀ t : ℝ, ‖u + (c * t) • EuclideanSpace.single b (1 : ℝ)‖
      = √(‖u‖ ^ 2 + 2 * (c * u b) * t + c ^ 2 * (t * t)) := by
    intro t
    have h2 : ‖u + (c * t) • EuclideanSpace.single b (1 : ℝ)‖ ^ 2
        = ‖u‖ ^ 2 + 2 * (c * u b) * t + c ^ 2 * (t * t) := by
      rw [norm_add_sq_real, inner_smul_right, norm_smul, mul_pow, Real.norm_eq_abs, sq_abs,
        hi, hn]
      ring
    rw [← h2, Real.sqrt_sq (norm_nonneg _)]
  simp only [key]
  have hρ : 0 < ‖u‖ := norm_pos_iff.2 hu
  generalize ‖u‖ = ρ at hρ ⊢
  generalize u b = w
  have h0 := hρ.ne'
  have hl : ∀ t : ℝ, HasDerivAt (fun t => c * w + c ^ 2 * t) (c ^ 2) t := fun t =>
    (((hasDerivAt_id' t).const_mul (c ^ 2)).const_add (c * w)).congr_deriv (by ring)
  have hq : ∀ t : ℝ, HasDerivAt (fun t => ρ ^ 2 + 2 * (c * w) * t + c ^ 2 * (t * t))
      (2 * (c * w + c ^ 2 * t)) t := fun t =>
    ((((hasDerivAt_id' t).const_mul (2 * (c * w))).const_add (ρ ^ 2)).fun_add
      (((hasDerivAt_id' t).fun_mul (hasDerivAt_id' t)).const_mul (c ^ 2))).congr_deriv (by ring)
  have hz : ρ ^ 2 + 2 * (c * w) * 0 + c ^ 2 * (0 * 0) = ρ ^ 2 := by ring
  have hs : √(ρ ^ 2 + 2 * (c * w) * 0 + c ^ 2 * (0 * 0)) = ρ := by
    rw [hz, Real.sqrt_sq hρ.le]
  have hne : ρ ^ 2 + 2 * (c * w) * 0 + c ^ 2 * (0 * 0) ≠ 0 := by rw [hz]; positivity
  refine ⟨fun t => (c * w + c ^ 2 * t) / √(ρ ^ 2 + 2 * (c * w) * t + c ^ 2 * (t * t)),
    ?_, ?_, ?_⟩
  · filter_upwards [(hq 0).continuousAt.eventually_ne hne] with t ht
    exact ((hq t).sqrt ht).congr_deriv (mul_div_mul_left _ _ two_ne_zero)
  · simp only [hs]
    ring
  · refine ((hl 0).fun_div ((hq 0).sqrt hne) (by rw [hs]; exact h0)).congr_deriv ?_
    simp only [hs]
    field_simp
    ring
```

## The gradient of \(F\)

Moving electron \(k\) changes \(x_i\) with \(c=\delta_{ik}\) and \(x_i-x_j\) with \(c=\delta_{ik}-\delta_{jk}\). The hypotheses `h0` (no electron at the nucleus) and `hd` (distinct positions) make every length nonzero. Induction over finite sums, in `jsum`, adds the contributions.

```lean
/-- First and second derivatives of `F` when one electron is displaced along an axis. -/
theorem jet_corr {N : ℕ} (Z : ℝ) {x : Config N} (h0 : ∀ i, x i ≠ 0)
    (hd : Function.Injective x) (k : Fin N) (b : Fin 3) :
    Jet (fun t => corr Z (shift x k b t))
      (-Z * ∑ i, delta i k * (x i b / ‖x i‖) + 1 / 2 * ∑ p ∈ pairs N,
        (delta p.1 k - delta p.2 k) * ((x p.1 - x p.2) b / ‖x p.1 - x p.2‖))
      (-Z * ∑ i, delta i k ^ 2 * (1 / ‖x i‖ - x i b ^ 2 / ‖x i‖ ^ 3) + 1 / 2 * ∑ p ∈ pairs N,
        (delta p.1 k - delta p.2 k) ^ 2 *
          (1 / ‖x p.1 - x p.2‖ - (x p.1 - x p.2) b ^ 2 / ‖x p.1 - x p.2‖ ^ 3)) := by
  have jsum : ∀ (κ : Type) [DecidableEq κ] (s : Finset κ) (g : κ → ℝ → ℝ) (a c : κ → ℝ),
      (∀ i ∈ s, Jet (g i) (a i) (c i)) →
      Jet (fun t => ∑ i ∈ s, g i t) (∑ i ∈ s, a i) (∑ i ∈ s, c i) := by
    intro κ _ s g a c
    induction s using Finset.induction_on with
    | empty =>
      intro _
      simp only [Finset.sum_empty]
      exact ⟨fun _ => 0, Filter.Eventually.of_forall fun t => hasDerivAt_const t (0 : ℝ), rfl,
        hasDerivAt_const (0 : ℝ) (0 : ℝ)⟩
    | insert j s hj ih =>
      intro h
      have := (h j (mem_insert_self j s)).comb (ih fun i hi => h i (mem_insert_of_mem hi)) 1 1
      simpa only [Finset.sum_insert hj, one_mul] using this
  have h1 := jsum _ univ _ _ _ fun i _ => jet_norm (h0 i) (delta i k) b
  have h2 := jsum _ (pairs N) _ _ _ fun p hp => jet_norm
    (sub_ne_zero.2 (hd.ne (mem_filter.1 hp).2.ne)) (delta p.1 k - delta p.2 k) b
  have e : ∀ (i j : Fin N) (t : ℝ), shift x k b t i - shift x k b t j = (x i - x j) +
      ((delta i k - delta j k) * t) • EuclideanSpace.single b (1 : ℝ) := by
    intro i j t
    simp only [shift]
    module
  simp only [corr, e]
  exact h1.comb h2 (-Z) (1 / 2)
```

Only pairs containing \(k\) survive. If \(k\) is the second member, the coefficient \(-1\) reverses \(x_i-x_k\), hence

\[
\nabla_kF=-Z\frac{x_k}{r_k}+\frac12\sum_{j\ne k}\frac{x_k-x_j}{r_{kj}}.
\]

The local lemma `pair` carries out this reordering.

```lean
/-- The gradient of `F` for electron `k` is a combination of the unit vectors pointing to it
from the nucleus and from the other electrons. -/
theorem grad_corr {N : ℕ} (Z : ℝ) {x : Config N} (h0 : ∀ i, x i ≠ 0)
    (hd : Function.Injective x) (k : Fin N) :
    grad k (corr Z) x = (-Z) • (‖x k‖⁻¹ • x k) +
      (1 / 2 : ℝ) • ∑ j ∈ univ.erase k, ‖x k - x j‖⁻¹ • (x k - x j) := by
  -- each pair containing `k` contributes once, with the sign fixed by antisymmetry
  have pair : ∀ w : Fin N → Fin N → ℝ, (∀ i j, w i j = -w j i) →
      ∑ p ∈ pairs N, (delta p.1 k - delta p.2 k) * w p.1 p.2 = ∑ j ∈ univ.erase k, w k j := by
    intro w hw
    have hk : w k k = 0 := by linarith [hw k k]
    have hterm : ∀ i j, (if i < j then (delta i k - delta j k) * w i j else 0) =
        (if i = k then (if k < j then w k j else 0) else 0) +
        (if j = k then (if i < k then w k i else 0) else 0) := by
      intro i j
      by_cases hi : i = k
      · by_cases hj : j = k
        · simp [hi, hj]
        · simp [delta, hi, hj]
      · by_cases hj : j = k
        · simp [delta, hi, hj, hw k i]
        · simp [delta, hi, hj]
    have s1 : ∀ g : Fin N → ℝ, ∑ i, ∑ j, (if i = k then g j else 0) = ∑ j, g j := by
      intro g
      rw [Finset.sum_comm]
      simp
    have s2 : ∀ g : Fin N → ℝ, ∑ i, ∑ j, (if j = k then g i else 0) = ∑ i, g i := by
      intro g
      simp
    rw [pairs, Finset.sum_filter, Fintype.sum_prod_type]
    simp only [hterm, Finset.sum_add_distrib]
    rw [s1 (fun j => if k < j then w k j else 0), s2 (fun i => if i < k then w k i else 0),
      Finset.sum_erase _ hk, ← Finset.sum_add_distrib]
    refine Finset.sum_congr rfl fun j _ => ?_
    rcases lt_trichotomy k j with h | h | h
    · simp [h, not_lt_of_ge h.le]
    · simp [← h, hk]
    · simp [h, not_lt_of_ge h.le]
  ext b
  refine (jet_corr Z h0 hd k b).derivs.1.trans ?_
  rw [pair (fun i j => (x i - x j) b / ‖x i - x j‖) (fun i j => by
    rw [norm_sub_rev (x i) (x j), ← neg_div]; simp)]
  have h1 : ∑ i, delta i k * (x i b / ‖x i‖) = x k b / ‖x k‖ := by simp [delta]
  rw [h1]
  simp [div_eq_inv_mul, WithLp.ofLp_sum, Finset.sum_apply]
```

These are one unit vector weighted by \(-Z\) and \(N-1\) weighted by \(\tfrac12\). The triangle inequality gives \(|\nabla_kF|\le|Z|+(N-1)/2\).

```lean
/-- The gradient of `F` with respect to any one electron is at most `|Z| + (N - 1)/2` in norm. -/
theorem norm_grad_corr_le {N : ℕ} (Z : ℝ) {x : Config N} (h0 : ∀ i, x i ≠ 0)
    (hd : Function.Injective x) (k : Fin N) :
    ‖grad k (corr Z) x‖ ≤ |Z| + ((N : ℝ) - 1) / 2 := by
  have hu : ∀ u : Space, u ≠ 0 → ‖‖u‖⁻¹ • u‖ = 1 := fun u h => by
    rw [norm_smul, norm_inv, norm_norm, inv_mul_cancel₀ (norm_ne_zero_iff.2 h)]
  have hN : 1 ≤ N := by have := k.isLt; omega
  have hs : ‖∑ j ∈ univ.erase k, ‖x k - x j‖⁻¹ • (x k - x j)‖ ≤ (N : ℝ) - 1 := by
    refine (norm_sum_le _ _).trans (le_of_eq ?_)
    rw [Finset.sum_congr rfl fun j hj =>
      hu _ (sub_ne_zero.2 (hd.ne (Finset.ne_of_mem_erase hj).symm))]
    simp [Finset.card_erase_of_mem, Nat.cast_sub hN]
  rw [grad_corr Z h0 hd k]
  refine (norm_add_le _ _).trans ?_
  rw [norm_smul (-Z), norm_smul (1 / 2 : ℝ), hu _ (h0 k), norm_neg, Real.norm_eq_abs,
    Real.norm_of_nonneg (by norm_num : (0 : ℝ) ≤ 1 / 2)]
  linarith
```

The bound is attained for \(Z\ge0\) when \(x_i=s_ie\), with \(|e|=1\), distinct \(s_i\) and \(0<s_k\le s_i\). The nuclear unit vector is then \(e\), and each electronic one is \(-e\), so \(\nabla_kF=-(Z+(N-1)/2)e\).

```lean
/-- For `Z ≥ 0` and all electrons at distinct positive distances along one ray from the nucleus, the
gradient of `F` for the innermost electron has norm exactly `Z + (N - 1)/2`. -/
theorem norm_grad_corr_sharp {N : ℕ} {Z : ℝ} (hZ : 0 ≤ Z) {e : Space} (he : ‖e‖ = 1)
    {s : Fin N → ℝ} (hs : Function.Injective s) (k : Fin N) (hk : 0 < s k)
    (hmin : ∀ j, s k ≤ s j) :
    ‖grad k (corr Z) (fun i => s i • e)‖ = Z + ((N : ℝ) - 1) / 2 := by
  have he0 : e ≠ 0 := by
    intro h
    simp [h] at he
  have hN : 1 ≤ N := by have := k.isLt; omega
  have hN' : (1 : ℝ) ≤ N := by exact_mod_cast hN
  have h1 : ‖s k • e‖⁻¹ • (s k • e) = e := by
    rw [norm_smul, he, mul_one, Real.norm_of_nonneg hk.le, smul_smul,
      inv_mul_cancel₀ hk.ne', one_smul]
  have h2 : ∀ j ∈ univ.erase k, ‖s k • e - s j • e‖⁻¹ • (s k • e - s j • e) = -e := by
    intro j hj
    have hlt : s k - s j < 0 :=
      sub_neg.2 (lt_of_le_of_ne (hmin j) (hs.ne (Finset.ne_of_mem_erase hj).symm))
    rw [← sub_smul, norm_smul, he, mul_one, Real.norm_of_nonpos hlt.le, smul_smul,
      inv_neg, neg_mul, inv_mul_cancel₀ hlt.ne, neg_smul, one_smul]
  have hc : ((univ.erase k).card : ℝ) = (N : ℝ) - 1 := by
    simp [Finset.card_erase_of_mem, Nat.cast_sub hN]
  rw [grad_corr Z (fun i => smul_ne_zero (hk.trans_le (hmin i)).ne' he0)
    (fun i j h => hs (smul_left_injective ℝ he0 h)) k]
  beta_reduce
  rw [h1, Finset.sum_congr rfl h2, Finset.sum_const, ← Nat.cast_smul_eq_nsmul ℝ, hc,
    show (-Z) • e + (1 / 2 : ℝ) • ((N : ℝ) - 1) • (-e) = (-(Z + ((N : ℝ) - 1) / 2)) • e by module,
    norm_smul, he, mul_one, norm_neg, Real.norm_of_nonneg (by linarith)]
```

## Cancellation of the Coulomb terms

In three dimensions,

\[
\sum_b\left(\frac1{|u|}-\frac{u_b^2}{|u|^3}\right)=\frac3{|u|}-\frac1{|u|}=\frac2{|u|}.
\]

Also \(\sum_k\delta_{ik}^2=1\), while \(\sum_k(\delta_{ik}-\delta_{jk})^2=2\) for \(i\ne j\), since both electrons of a pair contribute. Therefore

\[
\Delta F=-Z\sum_i\frac2{r_i}+\frac12\sum_{i<j}\frac4{r_{ij}}=2V.
\]

The proof follows this count: `ang` sums over axes, `c1` and `c2` over electrons, and `swap` separates the two sums.

```lean
/-- Away from coalescence the Laplacian of `F` is twice the Coulomb potential. -/
theorem laplacian_corr {N : ℕ} (Z : ℝ) {x : Config N} (h0 : ∀ i, x i ≠ 0)
    (hd : Function.Injective x) : laplacian (corr Z) x = 2 * potential Z x := by
  have ang : ∀ u : Space, u ≠ 0 → ∑ b, (1 / ‖u‖ - u b ^ 2 / ‖u‖ ^ 3) = 2 * (1 / ‖u‖) := by
    intro u hu
    have hn : ∑ b, u b ^ 2 = ‖u‖ ^ 2 := by
      rw [EuclideanSpace.norm_sq_eq]
      simp
    have h := norm_ne_zero_iff.2 hu
    have hq : ∑ b, u b ^ 2 / ‖u‖ ^ 3 = ‖u‖ ^ 2 / ‖u‖ ^ 3 := by
      rw [← Finset.sum_div, hn]
    rw [Finset.sum_sub_distrib, hq, Finset.sum_const, Finset.card_univ,
      Fintype.card_fin, nsmul_eq_mul]
    push_cast
    field_simp
    norm_num
  have swap : ∀ (κ : Type) (s : Finset κ) (C : κ → Fin N → ℝ) (D : κ → Fin 3 → ℝ),
      ∑ k, ∑ b, ∑ p ∈ s, C p k * D p b = ∑ p ∈ s, (∑ k, C p k) * ∑ b, D p b := by
    intro κ s C D
    simp_rw [Finset.sum_mul_sum]
    rw [Finset.sum_comm (s := s)]
    exact Finset.sum_congr rfl fun k _ => Finset.sum_comm
  have c1 : ∀ i : Fin N, ∑ k, delta i k ^ 2 = 1 := fun i => by simp [delta]
  have c2 : ∀ i j : Fin N, i ≠ j → ∑ k, (delta i k - delta j k) ^ 2 = 2 := by
    intro i j hij
    have : ∀ k, (delta i k - delta j k) ^ 2 = delta i k + delta j k := by
      intro k
      by_cases hi : i = k
      · have hj : j ≠ k := fun h => hij (hi.trans h.symm)
        simp [delta, hi, hj]
      · by_cases hj : j = k <;> simp [delta, hi, hj]
    simp only [this, Finset.sum_add_distrib]
    simp [delta]
    norm_num
  refine (Finset.sum_congr rfl fun k _ => Finset.sum_congr rfl fun b _ =>
    (jet_corr Z h0 hd k b).derivs.2).trans ?_
  simp only [Finset.sum_add_distrib, ← Finset.mul_sum]
  rw [swap _ univ (fun i k => delta i k ^ 2) (fun i b => 1 / ‖x i‖ - x i b ^ 2 / ‖x i‖ ^ 3),
    swap _ (pairs N) (fun p k => (delta p.1 k - delta p.2 k) ^ 2) (fun p b =>
      1 / ‖x p.1 - x p.2‖ - (x p.1 - x p.2) b ^ 2 / ‖x p.1 - x p.2‖ ^ 3),
    Finset.sum_congr rfl fun i _ => congrArg₂ (· * ·) (c1 i) (ang _ (h0 i)),
    Finset.sum_congr rfl fun p hp => congrArg₂ (· * ·) (c2 p.1 p.2 (mem_filter.1 hp).2.ne)
      (ang _ (sub_ne_zero.2 (hd.ne (mem_filter.1 hp).2.ne)))]
  simp only [← Finset.mul_sum, potential]
  ring
```

Summing the exponential product rule over all coordinates gives

\[
\Delta(e^F\varphi)=e^F\bigl(\Delta\varphi+2\nabla F\cdot\nabla\varphi+(\Delta F+|\nabla F|^2)\varphi\bigr).
\]

Here \(\nabla F\cdot\nabla\varphi=\sum_k\nabla_kF\cdot\nabla_k\varphi\) and \(|\nabla F|^2=\sum_k|\nabla_kF|^2\). Since \(-\tfrac12\Delta F+V=0\),

\[
H(e^F\varphi)=e^F\left(-\tfrac12\Delta\varphi-\nabla F\cdot\nabla\varphi-\tfrac12|\nabla F|^2\varphi\right).
\]

In Lean, `hg` extracts the derivatives of \(\varphi\) from `ContDiffAt ℝ 2 φ x`, `hJ` applies the product rule on each axis, and `hl` sums the results. The identity is pointwise: it makes no statement at coalescence, and none about how smooth \(\varphi\) is when \(e^F\varphi\) is an eigenfunction.

```lean
/-- Away from coalescence, and for `φ` twice continuously differentiable near the configuration, the
Coulomb Hamiltonian acting on `e^F φ` gives `e^F` times an expression without the Coulomb potential:
`-Δφ/2 - ∇F·∇φ - |∇F|² φ/2`. -/
theorem hamiltonian_exp_corr_mul {N : ℕ} (Z : ℝ) {x : Config N} (h0 : ∀ i, x i ≠ 0)
    (hd : Function.Injective x) {φ : Config N → ℝ} (hφ : ContDiffAt ℝ 2 φ x) :
    hamiltonian Z (fun y => Real.exp (corr Z y) * φ y) x =
      Real.exp (corr Z x) * (-(1 / 2) * laplacian φ x
        - ∑ k, inner ℝ (grad k (corr Z) x) (grad k φ x)
        - 1 / 2 * (∑ k, ‖grad k (corr Z) x‖ ^ 2) * φ x) := by
  have hs0 : ∀ k b, shift x k b 0 = x := fun k b => by
    funext i
    simp [shift]
  -- the smooth factor has a second-order expansion along every axis
  have hg : ∀ k b, Jet (fun t => φ (shift x k b t)) (deriv (fun t => φ (shift x k b t)) 0)
      (deriv (deriv fun t => φ (shift x k b t)) 0) := by
    intro k b
    have hc : ContDiff ℝ 2 (shift x k b) := contDiff_pi.2 fun i => by
      simp only [shift]
      fun_prop
    have h : ContDiffAt ℝ 2 (fun t => φ (shift x k b t)) 0 :=
      ContDiffAt.comp (g := φ) (0 : ℝ) (by rw [hs0]; exact hφ) hc.contDiffAt
    refine ⟨deriv fun t => φ (shift x k b t), ?_, rfl, ?_⟩
    · filter_upwards [h.eventually (by simp)] with t ht
      exact (ht.differentiableAt (by norm_num)).hasDerivAt
    · have h' := (h.fderiv_right (m := 1) (by norm_num)).differentiableAt (by norm_num)
      have h'' := h'.clm_apply (differentiableAt_const (1 : ℝ))
      exact DifferentiableAt.hasDerivAt h''
  have hJ : ∀ k b, deriv (deriv fun t =>
      Real.exp (corr Z (shift x k b t)) * φ (shift x k b t)) 0 = Real.exp (corr Z x) *
      (deriv (deriv fun t => φ (shift x k b t)) 0 + 2 * (deriv (fun t => corr Z (shift x k b t)) 0
        * deriv (fun t => φ (shift x k b t)) 0) + (deriv (deriv fun t => corr Z (shift x k b t)) 0
        + deriv (fun t => corr Z (shift x k b t)) 0 * deriv (fun t => corr Z (shift x k b t)) 0)
        * φ x) := by
    intro k b
    have hf := jet_corr Z h0 hd k b
    have h := (hf.exp_mul (hg k b)).derivs.2
    rw [← hf.derivs.1, ← hf.derivs.2] at h
    simpa only [hs0] using h
  have hin : ∀ (f g : Config N → ℝ) (k : Fin N), inner ℝ (grad k f x) (grad k g x) =
      ∑ b, deriv (fun t => f (shift x k b t)) 0 * deriv (fun t => g (shift x k b t)) 0 := by
    intro f g k
    simp [grad, PiLp.inner_apply, mul_comm]
  have hl : laplacian (fun y => Real.exp (corr Z y) * φ y) x = Real.exp (corr Z x) *
      (laplacian φ x + 2 * ∑ k, inner ℝ (grad k (corr Z) x) (grad k φ x)
        + (laplacian (corr Z) x + ∑ k, ‖grad k (corr Z) x‖ ^ 2) * φ x) := by
    simp only [laplacian, ← real_inner_self_eq_norm_sq, hin, hJ]
    simp only [Finset.mul_sum, Finset.sum_mul, ← Finset.sum_add_distrib]
  -- the Laplacian of the exponent cancels the Coulomb potential
  simp only [hamiltonian]
  rw [hl, laplacian_corr Z h0 hd]
  ring

end

end CoulombCorrelationFactor
```

```lean
#print axioms CoulombCorrelationFactor.norm_grad_corr_le
#print axioms CoulombCorrelationFactor.norm_grad_corr_sharp
#print axioms CoulombCorrelationFactor.hamiltonian_exp_corr_mul
```

```
'CoulombCorrelationFactor.norm_grad_corr_le' depends on axioms: [propext, Classical.choice, Quot.sound]
'CoulombCorrelationFactor.norm_grad_corr_sharp' depends on axioms: [propext, Classical.choice, Quot.sound]
'CoulombCorrelationFactor.hamiltonian_exp_corr_mul' depends on axioms: [propext, Classical.choice, Quot.sound]
```
